# For an exchange-symmetric operator, the matrix element between two-particle determinants is direct minus exchange

Let \(p,q,r,s\) be complex orbitals on a finite grid, and let \(G\) be a matrix on pair functions that commutes with the exchange of the two particles. Then

\[
\langle D(p,q),\,G\,D(r,s)\rangle=\langle p\otimes q,\,G(r\otimes s)\rangle-\langle p\otimes q,\,G(s\otimes r)\rangle ,
\]

where \((u\otimes v)(i,j)=u_iv_j\) and \(D(u,v)=(u\otimes v-v\otimes u)/\sqrt2\). The orbitals need not be orthonormal, and \(G\) need not be Hermitian.

## Two particles on a grid

When \(G\) is the electron repulsion and the orbitals are spin orbitals, the right-hand side is the antisymmetrised integral \(\langle pq\|rs\rangle\) of configuration interaction, here for two particles and finitely many grid points. It replaces four product terms by two.

In Lean, the grid is a finite type `n`, whose elements may also stand for position and spin together. An orbital is a function `n → ℂ`, and a pair function lives on `n × n`, with particle 1 in the first slot. `braket f G g` is \(\langle f,Gg\rangle=\sum_x\overline{f(x)}\,(Gg)(x)\), conjugate-linear on the left and without quadrature weights. `slater` is \(D\), which has norm one when its two orbitals are orthonormal.

The hypothesis `SwapInvariant G` says \(GXf=XGf\) for every pair function \(f\), where \((Xf)(i,j)=f(j,i)\) is `exchange`. Physically, \(G\) treats the two particles as identical. The theorem `antisymmetrised_integral` is the displayed formula under this hypothesis.

## From four terms to two

Exchange gives \(X(u\otimes v)=v\otimes u\). For swap-invariant \(G\), relabelling the sum yields

\[
\langle Xf,GXg\rangle=\langle Xf,XGg\rangle=\sum_{i,j}\overline{f(j,i)}\,(Gg)(j,i)=\langle f,Gg\rangle .
\]

For any \(G\), the two factors \(1/\sqrt2\) combine to one half:

\[
\begin{aligned}
\langle D(p,q),G D(r,s)\rangle=\tfrac12\big(&\langle p\otimes q,G(r\otimes s)\rangle-\langle p\otimes q,G(s\otimes r)\rangle\\
&-\langle q\otimes p,G(r\otimes s)\rangle+\langle q\otimes p,G(s\otimes r)\rangle\big).
\end{aligned}
\]

By the exchange identity the fourth term equals the first and the third equals the second, so the rule follows.

On a single grid point \(D\) vanishes, and the direct and exchange terms are equal: both sides are zero.

## An interaction that tells the particles apart

On grid points 1 and 2, let \(G\) be diagonal with entry 1 at \((1,2)\) and 0 elsewhere. It does not commute with exchange. Let \(p=r\) be 1 at point 1 and 0 at point 2, and let \(q=s\) be 0 at point 1 and 1 at point 2. The determinant element is \(\tfrac12\), but direct minus exchange is \(1-0=1\).

## The converse for Hermitian operators

If \(G\) is Hermitian and the rule holds for all orbitals, then \(G\) is swap invariant. Orbitals concentrated on single grid points turn the rule into

\[
G_{ij,kl}+G_{ji,kl}=G_{ij,lk}+G_{ji,lk}.
\]

The same relation with \((i,j)\) and \((k,l)\) interchanged, after conjugation, reads

\[
G_{ij,kl}+G_{ij,lk}=G_{ji,kl}+G_{ji,lk}.
\]

Adding them gives \(G_{ij,kl}=G_{ji,lk}\). Hence

\[
(GXf)(i,j)=\sum_{k,l}G_{ji,lk}f(l,k)=(XGf)(i,j).
\]

## Local interactions and overlaps

A local interaction with \(w_{ij}=w_{ji}\) multiplies \(f(i,j)\) by \(w_{ij}\), so it commutes with exchange. Inserting it into the rule gives

\[
\sum_{i,j}\overline{p_i}\,\overline{q_j}\,w_{ij}\,(r_is_j-s_ir_j).
\]

For \(G=1\), product overlaps factorise, \(\langle p\otimes q,u\otimes v\rangle=\langle p,u\rangle\langle q,v\rangle\), and the rule becomes

\[
\langle D(p,q),D(r,s)\rangle=\langle p,r\rangle\langle q,s\rangle-\langle p,s\rangle\langle q,r\rangle .
\]

## The Lean file

```lean
import Mathlib

open Matrix

namespace AntisymmetrisedIntegrals

noncomputable section

variable {n : Type*} [Fintype n]

/-- The product function `u ⊗ v` of two orbitals: particle 1 in `u`, particle 2 in `v`. -/
def tensor (u v : n → ℂ) : n × n → ℂ := fun x => u x.1 * v x.2

/-- Exchange of the two particles in a pair function. -/
def exchange (f : n × n → ℂ) : n × n → ℂ := fun x => f x.swap

/-- The two-particle determinant `D(u,v) = (u ⊗ v - v ⊗ u) / √2`. -/
def slater (u v : n → ℂ) : n × n → ℂ :=
  ((Real.sqrt 2 : ℝ) : ℂ)⁻¹ • (tensor u v - tensor v u)

/-- The matrix element `⟨f, G g⟩` of a two-particle operator between pair functions. -/
def braket (f : n × n → ℂ) (G : Matrix (n × n) (n × n) ℂ) (g : n × n → ℂ) : ℂ :=
  star f ⬝ᵥ G *ᵥ g

/-- The two-particle operator `G` commutes with the exchange of the particles. -/
def SwapInvariant (G : Matrix (n × n) (n × n) ℂ) : Prop :=
  ∀ f : n × n → ℂ, G *ᵥ exchange f = exchange (G *ᵥ f)

omit [Fintype n] in
/-- Exchanging the particles in `u ⊗ v` gives `v ⊗ u`. -/
theorem exchange_tensor (u v : n → ℂ) : exchange (tensor u v) = tensor v u := by
  funext x
  simp only [exchange, tensor, Prod.fst_swap, Prod.snd_swap]
  ring

/-- Matrix elements of a swap-invariant operator do not change when the particles are
exchanged on both sides. -/
theorem braket_exchange {G : Matrix (n × n) (n × n) ℂ} (hG : SwapInvariant G)
    (f g : n × n → ℂ) : braket (exchange f) G (exchange g) = braket f G g := by
  unfold braket
  rw [hG g]
  exact (Equiv.prodComm n n).sum_comp (fun x => star (f x) * (G *ᵥ g) x)

/-- For any two-particle operator, the matrix element between two determinants is half of
a signed sum of four matrix elements between product functions. -/
theorem slater_expand (G : Matrix (n × n) (n × n) ℂ) (p q r s : n → ℂ) :
    braket (slater p q) G (slater r s) =
      1 / 2 * (braket (tensor p q) G (tensor r s) - braket (tensor p q) G (tensor s r)
        - braket (tensor q p) G (tensor r s) + braket (tensor q p) G (tensor s r)) := by
  -- the two normalisation factors combine to one half
  have h : star (((Real.sqrt 2 : ℝ) : ℂ)⁻¹) * ((Real.sqrt 2 : ℝ) : ℂ)⁻¹ = 1 / 2 := by
    have hs : star (((Real.sqrt 2 : ℝ) : ℂ)⁻¹) = ((Real.sqrt 2 : ℝ) : ℂ)⁻¹ := by simp
    have h2 : ((Real.sqrt 2 : ℝ) : ℂ) * ((Real.sqrt 2 : ℝ) : ℂ) = 2 := by
      rw [← Complex.ofReal_mul, Real.mul_self_sqrt (by norm_num)]
      norm_num
    rw [hs, ← mul_inv, h2]
    norm_num
  simp only [braket, slater, star_smul, star_sub, Matrix.mulVec_smul, Matrix.mulVec_sub,
    smul_dotProduct, dotProduct_smul, sub_dotProduct, dotProduct_sub, smul_eq_mul]
  linear_combination (star (tensor p q) ⬝ᵥ G *ᵥ tensor r s
    - star (tensor p q) ⬝ᵥ G *ᵥ tensor s r - star (tensor q p) ⬝ᵥ G *ᵥ tensor r s
    + star (tensor q p) ⬝ᵥ G *ᵥ tensor s r) * h

/-- The matrix element of a swap-invariant operator between two determinants is the direct
integral minus the exchange integral. -/
theorem antisymmetrised_integral {G : Matrix (n × n) (n × n) ℂ} (hG : SwapInvariant G)
    (p q r s : n → ℂ) :
    braket (slater p q) G (slater r s) =
      braket (tensor p q) G (tensor r s) - braket (tensor p q) G (tensor s r) := by
  -- the four terms agree in pairs
  have h1 := braket_exchange hG (tensor p q) (tensor r s)
  have h2 := braket_exchange hG (tensor p q) (tensor s r)
  simp only [exchange_tensor] at h1 h2
  rw [slater_expand]
  linear_combination (1 / 2) * h1 - (1 / 2) * h2

/-- Between products of orbitals that are 1 at one grid point and 0 elsewhere, the matrix element is
an entry of `G`. -/
theorem braket_single [DecidableEq n] (G : Matrix (n × n) (n × n) ℂ) (i j k l : n) :
    braket (tensor (Pi.single i 1) (Pi.single j 1)) G
      (tensor (Pi.single k 1) (Pi.single l 1)) = G (i, j) (k, l) := by
  have ht : ∀ a b : n, tensor (Pi.single a 1) (Pi.single b 1)
      = (Pi.single (a, b) 1 : n × n → ℂ) := by
    intro a b
    funext ⟨c, d⟩
    by_cases hc : c = a <;> by_cases hd : d = b <;> simp [tensor, hc, hd]
  have hs : ∀ x : n × n, star (Pi.single x 1 : n × n → ℂ) = Pi.single x 1 := by
    intro x
    funext z
    by_cases hz : z = x <;> simp [hz]
  rw [ht, ht, braket, hs]
  simp [dotProduct, Matrix.mulVec, Pi.single_apply]

/-- For a Hermitian two-particle operator, the rule "direct minus exchange" holds for all
orbitals exactly when the operator commutes with particle exchange. -/
theorem swapInvariant_iff_rule {G : Matrix (n × n) (n × n) ℂ} (hG : G.IsHermitian) :
    SwapInvariant G ↔ ∀ p q r s : n → ℂ, braket (slater p q) G (slater r s) =
      braket (tensor p q) G (tensor r s) - braket (tensor p q) G (tensor s r) := by
  classical
  refine ⟨fun h => antisymmetrised_integral h, fun h => ?_⟩
  -- the rule on grid-point orbitals relates four entries of G
  have key : ∀ i j k l : n, G (i, j) (k, l) + G (j, i) (k, l)
      = G (i, j) (l, k) + G (j, i) (l, k) := by
    intro i j k l
    have e := h (Pi.single i 1) (Pi.single j 1) (Pi.single k 1) (Pi.single l 1)
    rw [slater_expand] at e
    simp only [braket_single] at e
    linear_combination (-2) * e
  -- together with its adjoint this makes the entries swap invariant
  have entries : ∀ x y : n × n, G x.swap y.swap = G x y := by
    rintro ⟨i, j⟩ ⟨k, l⟩
    have e1 := key i j k l
    have e2 := congrArg star (key k l i j)
    simp only [star_add, hG.apply] at e2
    show G (j, i) (l, k) = G (i, j) (k, l)
    linear_combination (-(1 / 2)) * e1 - (1 / 2) * e2
  intro f
  funext x
  calc (G *ᵥ exchange f) x = ∑ y : n × n, G x.swap y.swap * f y.swap := by
        simp only [Matrix.mulVec, dotProduct, exchange, entries]
    _ = exchange (G *ᵥ f) x :=
        (Equiv.prodComm n n).sum_comp (fun y => G x.swap y * f y)

/-- A local pair interaction `w i j` that is symmetric in the two positions commutes with
particle exchange. -/
theorem localInteraction_witness [DecidableEq n] (w : n → n → ℂ)
    (hw : ∀ i j, w i j = w j i) :
    SwapInvariant (Matrix.diagonal fun x : n × n => w x.1 x.2) := by
  intro f
  funext x
  simp only [exchange, Matrix.mulVec_diagonal]
  exact congrArg (· * f x.swap) (hw x.1 x.2)

/-- For a symmetric local interaction, the matrix element between two determinants is an
explicit double sum over the grid. -/
theorem localInteraction_integral [DecidableEq n] (w : n → n → ℂ)
    (hw : ∀ i j, w i j = w j i) (p q r s : n → ℂ) :
    braket (slater p q) (Matrix.diagonal fun x : n × n => w x.1 x.2) (slater r s) =
      ∑ i, ∑ j, star (p i) * star (q j) * w i j * (r i * s j - s i * r j) := by
  rw [antisymmetrised_integral (localInteraction_witness w hw)]
  simp only [braket, dotProduct, Matrix.mulVec_diagonal, Fintype.sum_prod_type, tensor,
    Pi.star_apply, star_mul']
  rw [← Finset.sum_sub_distrib]
  refine Finset.sum_congr rfl fun i _ => ?_
  rw [← Finset.sum_sub_distrib]
  refine Finset.sum_congr rfl fun j _ => ?_
  ring

/-- The overlap of two determinants is the 2 × 2 determinant of the orbital overlaps. -/
theorem slater_overlap [DecidableEq n] (p q r s : n → ℂ) :
    braket (slater p q) 1 (slater r s) =
      (star p ⬝ᵥ r) * (star q ⬝ᵥ s) - (star p ⬝ᵥ s) * (star q ⬝ᵥ r) := by
  have h1 : SwapInvariant (1 : Matrix (n × n) (n × n) ℂ) := by
    intro f
    simp only [Matrix.one_mulVec]
  -- overlaps of product functions factorise
  have hp : ∀ u v : n → ℂ, braket (tensor p q) 1 (tensor u v)
      = (star p ⬝ᵥ u) * (star q ⬝ᵥ v) := by
    intro u v
    simp only [braket, Matrix.one_mulVec, dotProduct, Fintype.sum_prod_type, tensor,
      Pi.star_apply, star_mul', Finset.sum_mul_sum]
    refine Finset.sum_congr rfl fun i _ => Finset.sum_congr rfl fun j _ => ?_
    ring
  rw [antisymmetrised_integral h1, hp, hp]

end

end AntisymmetrisedIntegrals
```

```lean
#print axioms AntisymmetrisedIntegrals.antisymmetrised_integral
-- 'AntisymmetrisedIntegrals.antisymmetrised_integral' depends on axioms: [propext, Classical.choice, Quot.sound]
#print axioms AntisymmetrisedIntegrals.swapInvariant_iff_rule
-- 'AntisymmetrisedIntegrals.swapInvariant_iff_rule' depends on axioms: [propext, Classical.choice, Quot.sound]
#print axioms AntisymmetrisedIntegrals.localInteraction_integral
-- 'AntisymmetrisedIntegrals.localInteraction_integral' depends on axioms: [propext, Classical.choice, Quot.sound]
#print axioms AntisymmetrisedIntegrals.slater_overlap
-- 'AntisymmetrisedIntegrals.slater_overlap' depends on axioms: [propext, Classical.choice, Quot.sound]
```

## How the proof follows the algebra

`exchange_tensor` and `braket_exchange` are the two exchange identities; in the latter, `Equiv.prodComm` relabels the sum. `slater_expand` first shows that the normalisation factors multiply to one half, then expands by linearity. In `antisymmetrised_integral`, `h1` and `h2` are the two pairings of equal terms, and `linear_combination` inserts them into the expansion.

For the converse, `braket_single` identifies a matrix element between products of unit grid-point orbitals with an entry of `G`. Inside `swapInvariant_iff_rule`, `key` is the first relation between entries, `e2` is its conjugate, rewritten using Hermiticity, and `entries` is their combination. The closing `calc` passes from entries back to arbitrary pair functions.

`localInteraction_witness` checks swap invariance pointwise, and `localInteraction_integral` merges the two double sums. In `slater_overlap`, `hp` is the factorisation of product overlaps.
